# Approximating the inverse of a Hermitian matrix by an odd polynomial when \(1/\kappa\le|\lambda|\le1\) for every eigenvalue \(\lambda\)

A molecule in its ground state \(|0\rangle\), with energy \(E_0\), is driven by a weak field of frequency \(\omega>0\). In a finite orthonormal basis, with \(\hbar=1\), part of its first-order response \(|x\rangle\) solves

\[
(H_0-E_0-\omega)\,|x\rangle=-V|0\rangle ,
\]

where \(H_0\) is the unperturbed Hamiltonian and \(V\) the coupling to the field. The matrix \(A=H_0-E_0-\omega\) is Hermitian, has eigenvalues of both signs if there are excitations above \(\omega\), and is invertible as long as \(\omega\) is not an excitation energy.

A quantum computer can hold \(H=A/\alpha\) as a block of a larger unitary, for a suitable scale \(\alpha\ge\|A\|\), and can then apply polynomials in \(H\). How many terms of a simple explicit polynomial are enough to replace \(H^{-1}\) within an error \(\varepsilon\)? If every eigenvalue of \(H\) has modulus between \(1/\kappa\) and \(1\), then \(b\ge\kappa^2\log(\kappa/\varepsilon)\) terms suffice for

\[
p_b(H)=H\sum_{j<b}(1-H^2)^j .
\]

Errors are measured in the operator norm, the largest singular value, which the second `open` line selects.

```lean
import Mathlib

open Matrix
open scoped Matrix.Norms.L2Operator

namespace MatrixInversionPolynomial
```

## The polynomial and its remainder, for any argument

The Lean name for \(p_b(x)\) is `invPoly x b`. It is defined in an arbitrary ring, so one definition serves for eigenvalues and for matrices.

```lean
/-- The inversion polynomial `x ∑_{j<b} (1 - x²)^j`, evaluated at an element of any ring,
for instance a number or a Hamiltonian matrix. -/
def invPoly {R : Type*} [Ring R] (x : R) (b : ℕ) : R :=
  x * ∑ j ∈ Finset.range b, (1 - x ^ 2) ^ j
```

Since \(x\) enters the sum only through \(x^2\), the polynomial is odd. Singular value transformation works with polynomials of definite parity, so this matters for its use there.

```lean
/-- The inversion polynomial is odd. -/
theorem invPoly_neg {R : Type*} [Ring R] (x : R) (b : ℕ) :
    invPoly (-x) b = -invPoly x b := by
  simp only [invPoly, neg_sq, neg_mul]
```

Put \(y=1-x^2\). The geometric sum telescopes:

\[
(1-y)\sum_{j<b}y^j=\sum_{j<b}(y^j-y^{j+1})=1-y^b .
\]

Because \(1-y=x^2\), this says \(x\,p_b(x)=1-(1-x^2)^b\). In the proof, `mul_neg_geom_sum` is the telescoped sum and `sub_sub_cancel` replaces \(1-y\) by \(x^2\).

```lean
/-- Multiplying the inversion polynomial by its argument gives the identity up to the
remainder `(1 - x²)^b`. -/
theorem mul_invPoly {R : Type*} [Ring R] (x : R) (b : ℕ) :
    x * invPoly x b = 1 - (1 - x ^ 2) ^ b := by
  have h := mul_neg_geom_sum (1 - x ^ 2) b
  rw [sub_sub_cancel] at h
  rw [invPoly, ← mul_assoc, ← sq, h]
```

A ring homomorphism preserves sums, products and 1, and so commutes with \(p_b\). A change of basis is one example.

```lean
/-- Ring homomorphisms, such as a unitary change of basis, commute with the inversion
polynomial. -/
theorem map_invPoly {R S F : Type*} [Ring R] [Ring S] [FunLike F R S] [RingHomClass F R S]
    (f : F) (x : R) (b : ℕ) : f (invPoly x b) = invPoly (f x) b := by
  simp only [invPoly, map_mul, map_sum, map_pow, map_sub, map_one]
```

## Nonzero eigenvalues: staying off resonance

An eigenvalue \(0\) of \(H\) means that the field is resonant with an excitation. For real \(x\ne0\) the identity above can be divided by \(x\):

\[
p_b(x)-\frac1x=-\frac{(1-x^2)^b}{x},\qquad
\left|p_b(x)-\frac1x\right|=\frac{|1-x^2|^b}{|x|}.
\]

The hypothesis `hx` enters the proof through `inv_mul_cancel_left₀`, which is this division. Without it there is nothing to approximate: the \(1\times1\) matrix \(H=0\) has no inverse.

```lean
/-- At a nonzero real number `x` the polynomial misses `1/x` by exactly
`|1 - x²|^b / |x|`. -/
theorem abs_invPoly_sub_inv {x : ℝ} (hx : x ≠ 0) (b : ℕ) :
    |invPoly x b - x⁻¹| = |x|⁻¹ * |1 - x ^ 2| ^ b := by
  have h : invPoly x b - x⁻¹ = -(x⁻¹ * (1 - x ^ 2) ^ b) := by
    have h1 : invPoly x b = x⁻¹ * (x * invPoly x b) := (inv_mul_cancel_left₀ hx _).symm
    rw [h1, mul_invPoly]
    ring
  rw [h, abs_neg, abs_mul, abs_inv, abs_pow]
```

## Hermiticity: the error is read off the spectrum

Hermiticity holds here because \(H_0\) is an observable and \(\omega\) is real. It gives \(H=UDU^\dagger\) with \(U\) unitary and \(D=\mathrm{diag}(\lambda_i)\) real. Then \(p_b(H)=U\,p_b(D)\,U^\dagger\) and \(H^{-1}=UD^{-1}U^\dagger\). Unitary factors leave the operator norm unchanged, so

\[
\|p_b(H)-H^{-1}\|=\max_i\left|p_b(\lambda_i)-\frac1{\lambda_i}\right| .
\]

In Lean, `H : Matrix n n ℂ` has a finite index type `n`, `hH` states that it is Hermitian, and `hH.eigenvalues i` is the real number \(\lambda_i\). The right-hand side is written as the sup norm of the list of errors, which is zero for an empty matrix.

The proof takes \(U\) from `spectral_theorem` and checks the diagonal form of the inverse by multiplication. It then uses `map_invPoly` to move the polynomial through the change of basis and down to single diagonal entries. The last steps remove the unitaries and apply `l2_opNorm_diagonal`, the norm of a diagonal matrix.

```lean
variable {n : Type*} [Fintype n] [DecidableEq n] {H : Matrix n n ℂ}

/-- For a Hermitian matrix without zero eigenvalue, the operator-norm error of the inversion
polynomial is the largest error over the eigenvalues (the sup norm of the list of errors). -/
theorem norm_error_eq (hH : H.IsHermitian) (h0 : ∀ i, hH.eigenvalues i ≠ 0) (b : ℕ) :
    ‖invPoly H b - H⁻¹‖ =
      ‖fun i => ((invPoly (hH.eigenvalues i) b - (hH.eigenvalues i)⁻¹ : ℝ) : ℂ)‖ := by
  -- diagonalise, and keep only the unitary and the list of eigenvalues
  obtain ⟨U, hs⟩ : ∃ U : unitary (Matrix n n ℂ), H =
      Unitary.conjStarAlgAut ℂ (Matrix n n ℂ) U
        (diagonal fun i => (hH.eigenvalues i : ℂ)) :=
    ⟨hH.eigenvectorUnitary, hH.spectral_theorem⟩
  generalize hH.eigenvalues = d at h0 hs ⊢
  -- the inverse is diagonal in the same basis
  have hinv : H⁻¹ = Unitary.conjStarAlgAut ℂ (Matrix n n ℂ) U
      (diagonal fun i => (d i : ℂ)⁻¹) := by
    apply Matrix.inv_eq_right_inv
    have h1 : (fun i => (d i : ℂ) * (d i : ℂ)⁻¹) = fun _ => 1 :=
      funext fun i => mul_inv_cancel₀ (Complex.ofReal_ne_zero.mpr (h0 i))
    rw [hs, ← map_mul, Matrix.diagonal_mul_diagonal, h1, Matrix.diagonal_one, map_one]
  -- the polynomial acts on each eigenvalue separately
  have hpoly : invPoly (diagonal fun i => (d i : ℂ)) b =
      diagonal fun i => ((invPoly (d i) b : ℝ) : ℂ) := by
    refine (map_invPoly (Matrix.diagonalRingHom n ℂ) (fun i => (d i : ℂ)) b).symm.trans ?_
    refine congrArg diagonal (funext fun i => ?_)
    exact (map_invPoly (Pi.evalRingHom (fun _ : n => ℂ) i) (fun i => (d i : ℂ)) b).trans
      (map_invPoly Complex.ofRealHom (d i) b).symm
  rw [hinv, hs, ← map_invPoly (Unitary.conjStarAlgAut ℂ (Matrix n n ℂ) U), ← map_sub,
    hpoly, Matrix.diagonal_sub, Unitary.conjStarAlgAut_apply]
  -- unitary factors do not change the operator norm
  refine (CStarRing.norm_mul_coe_unitary _ (star U)).trans ?_
  rw [CStarRing.norm_coe_unitary_mul, Matrix.l2_opNorm_diagonal]
  refine congrArg norm (funext fun i => ?_)
  push_cast
  rfl
```

Bounds on the eigenvalues are not enough without Hermiticity, even if the eigenvalues are real. Take

\[
H=\begin{pmatrix}1&1\\0&1\end{pmatrix},\qquad
H^{-1}=\begin{pmatrix}1&-1\\0&1\end{pmatrix}.
\]

Both eigenvalues are \(1\), so \(\kappa=1\) is allowed, and for \(\varepsilon=1/2\) the condition \(b\ge\log2\) admits \(b=1\). But \(p_1(H)=H\), and \(\|H-H^{-1}\|=2\).

## The spectral window: distance from zero and overall scale

The lower limit keeps \(\omega\) at least \(\alpha/\kappa\) away from every excitation energy. The ground state itself gives \(H\) the eigenvalue \(-\omega/\alpha\), so the limit also requires \(\omega\ge\alpha/\kappa\). At fixed \(\alpha\), the smallest allowed \(\kappa\) therefore grows without bound as \(\omega\) approaches an excitation energy or zero. The upper limit \(1\) reflects the fact that a block of a unitary has norm at most \(1\).

The scalar error has two factors, \(1/|\lambda|\) and \(|1-\lambda^2|^b\). The lower limit gives \(1/|\lambda|\le\kappa\). Both limits together give \(1/\kappa^2\le\lambda^2\le1\), hence \(0\le1-\lambda^2\le1-1/\kappa^2\). Therefore

\[
\|p_b(H)-H^{-1}\|\le\kappa\left(1-\frac1{\kappa^2}\right)^b .
\]

In the proof, `h1` bounds the first factor and `h4` the second, and `mul_le_mul` multiplies the bounds.

```lean
/-- If the eigenvalues of a Hermitian matrix have modulus between `1/κ` and `1`, with `κ ≥ 1`,
the error of the inversion polynomial is at most `κ (1 - 1/κ²)^b` in operator norm. -/
theorem norm_error_le (hH : H.IsHermitian) {κ : ℝ} (hκ : 1 ≤ κ)
    (hspec : ∀ i, 1 / κ ≤ |hH.eigenvalues i| ∧ |hH.eigenvalues i| ≤ 1) (b : ℕ) :
    ‖invPoly H b - H⁻¹‖ ≤ κ * (1 - 1 / κ ^ 2) ^ b := by
  have hκ0 : 0 < κ := by linarith
  have hpos : ∀ i, 0 < |hH.eigenvalues i| := fun i =>
    lt_of_lt_of_le (by positivity) (hspec i).1
  have hq : 0 ≤ 1 - 1 / κ ^ 2 := by
    have : 1 / κ ^ 2 ≤ 1 := by
      rw [div_le_iff₀ (by positivity)]
      nlinarith
    linarith
  rw [norm_error_eq hH (fun i => abs_pos.mp (hpos i)),
    pi_norm_le_iff_of_nonneg (mul_nonneg hκ0.le (pow_nonneg hq b))]
  intro i
  rw [Complex.norm_real, Real.norm_eq_abs, abs_invPoly_sub_inv (abs_pos.mp (hpos i))]
  obtain ⟨hl, hu⟩ := hspec i
  have hp := hpos i
  generalize hH.eigenvalues i = x at hl hu hp ⊢
  have h1 : |x|⁻¹ ≤ κ := by
    rw [div_le_iff₀ hκ0] at hl
    rw [← one_div, div_le_iff₀ hp]
    linarith
  have h2 : 1 / κ ^ 2 ≤ x ^ 2 := by
    rw [← sq_abs x, ← _root_.one_div_pow]
    gcongr
  have h3 : x ^ 2 ≤ 1 := (sq_le_one_iff_abs_le_one x).mpr hu
  have h4 : |1 - x ^ 2| ≤ 1 - 1 / κ ^ 2 := by
    rw [abs_of_nonneg (by linarith)]
    linarith
  exact mul_le_mul h1 (pow_le_pow_left₀ (abs_nonneg _) h4 b) (by positivity) hκ0.le
```

If the lower limit is weakened to mere invertibility, no fixed \(b\) works for all matrices, since \((1-x^2)^b/|x|\) grows without bound as \(x\to0\). Some upper limit is needed too: for the \(1\times1\) matrix \(H=2\) the error is \(3^b/2\), which grows with \(b\).

For a matrix with at least one eigenvalue and \(\kappa>0\), the window itself implies \(\kappa\ge1\). The separate assumption `hκ` excludes negative \(\kappa\), for which the lower limit would say nothing and \(H=0\) would be admitted.

## The tolerance and the number of terms

The tolerance \(\varepsilon>0\) is the accepted error in \(H^{-1}\). Since \(A^{-1}=H^{-1}/\alpha\), the corresponding error in \(A^{-1}\) is \(\varepsilon/\alpha\). The number \(b\) sets the cost of applying \(p_b\) directly, because for \(b\ge1\) the polynomial has degree \(2b-1\).

Use \(1-t\le e^{-t}\) with \(t=1/\kappa^2\), and then \(b/\kappa^2\ge\log(\kappa/\varepsilon)\):

\[
\kappa\left(1-\frac1{\kappa^2}\right)^b\le\kappa\,e^{-b/\kappa^2}\le\kappa\,e^{-\log(\kappa/\varepsilon)}=\varepsilon .
\]

The `calc` block has the same chain. The exponential inequality is `h1`, the condition on \(b\) enters through `h2` and `h3`, and positivity of \(\varepsilon\) allows the logarithm to be undone in the last line.

```lean
/-- For `κ ≥ 1` and `ε > 0`, taking `b ≥ κ² log(κ/ε)` terms brings `κ (1 - 1/κ²)^b`
down to `ε`. -/
theorem terms_suffice {κ ε : ℝ} (hκ : 1 ≤ κ) (hε : 0 < ε) {b : ℕ}
    (hb : κ ^ 2 * Real.log (κ / ε) ≤ b) : κ * (1 - 1 / κ ^ 2) ^ b ≤ ε := by
  have hκ0 : 0 < κ := by linarith
  have hq : 0 ≤ 1 - 1 / κ ^ 2 := by
    have : 1 / κ ^ 2 ≤ 1 := by
      rw [div_le_iff₀ (by positivity)]
      nlinarith
    linarith
  have h1 : 1 - 1 / κ ^ 2 ≤ Real.exp (-(1 / κ ^ 2)) := by
    linarith [Real.add_one_le_exp (-(1 / κ ^ 2))]
  have h2 : Real.log (κ / ε) ≤ b / κ ^ 2 := by
    rw [le_div_iff₀ (by positivity)]
    linarith
  have h3 : (b : ℝ) * -(1 / κ ^ 2) ≤ -Real.log (κ / ε) := by
    have : (b : ℝ) * -(1 / κ ^ 2) = -(b / κ ^ 2) := by ring
    linarith
  calc κ * (1 - 1 / κ ^ 2) ^ b
      ≤ κ * Real.exp (-(1 / κ ^ 2)) ^ b :=
        mul_le_mul_of_nonneg_left (pow_le_pow_left₀ hq h1 b) hκ0.le
    _ = κ * Real.exp (b * -(1 / κ ^ 2)) := by rw [Real.exp_nat_mul]
    _ ≤ κ * Real.exp (-Real.log (κ / ε)) :=
        mul_le_mul_of_nonneg_left (Real.exp_le_exp.mpr h3) hκ0.le
    _ = ε := by
        rw [Real.exp_neg, Real.exp_log (div_pos hκ0 hε)]
        field_simp
```

With too few terms the conclusion can fail: at \(b=0\) the polynomial is zero, and for \(H=1/2\), \(\kappa=2\) the error is \(2\). The same matrix shows why the tolerance must be positive, since its error \(2\,(3/4)^b\) is never zero.

## All hypotheses combined

The main theorem takes a finite complex Hermitian matrix `H`, real numbers `κ` and `ε` with \(\kappa\ge1\) and \(\varepsilon>0\), the window `hspec` for every eigenvalue, and a natural number `b` satisfying `hb`, with the natural logarithm. It concludes that `H` is invertible and that \(\|p_b(H)-H^{-1}\|\le\varepsilon\).

Invertibility, written `IsUnit H`, belongs to the conclusion because Lean assigns a value to `H⁻¹` even for a singular matrix. It follows from \(\det H=\prod_i\lambda_i\ne0\). The norm bound chains `norm_error_le` with `terms_suffice`.

```lean
/-- Let `H` be Hermitian with eigenvalues of modulus between `1/κ` and `1`, where `κ ≥ 1`, and
let `ε > 0`. If `b ≥ κ² log(κ/ε)`, then `H` is invertible and `H ∑_{j<b} (1 - H²)^j` is within
`ε` of its inverse in operator norm. -/
theorem invPoly_approximates_inverse (hH : H.IsHermitian) {κ ε : ℝ} (hκ : 1 ≤ κ) (hε : 0 < ε)
    (hspec : ∀ i, 1 / κ ≤ |hH.eigenvalues i| ∧ |hH.eigenvalues i| ≤ 1) {b : ℕ}
    (hb : κ ^ 2 * Real.log (κ / ε) ≤ b) :
    IsUnit H ∧ ‖invPoly H b - H⁻¹‖ ≤ ε := by
  refine ⟨?_, (norm_error_le hH hκ hspec b).trans (terms_suffice hκ hε hb)⟩
  -- the determinant is a product of nonzero eigenvalues
  rw [Matrix.isUnit_iff_isUnit_det, isUnit_iff_ne_zero, hH.det_eq_prod_eigenvalues]
  refine Finset.prod_ne_zero_iff.mpr fun i _ => Complex.ofReal_ne_zero.mpr ?_
  have hκ0 : 0 < κ := by linarith
  exact abs_pos.mp (lt_of_lt_of_le (by positivity) (hspec i).1)
```

For response calculations on a quantum computer, this gives a sufficient polynomial degree in a finite basis once \(\kappa\) is known. It is not the smallest possible: truncating the Chebyshev expansion of \(p_b\) gives an odd polynomial of degree of order \(\kappa\log(\kappa/\varepsilon)\) with comparable accuracy. The theorem does not cover the block encoding of \(H\), the preparation of the right-hand side, or the circuit that applies the polynomial, with the rescaling that keeps it within modulus \(1\) on \([-1,1]\) and the resulting success probability.

## An eigenvalue at the edge of the window

Suppose in addition that some eigenvalue \(\lambda_k\) has modulus exactly \(1/\kappa\), so that \(1/\kappa\) is the true distance of the spectrum from zero. Its scalar error is \(\kappa(1-1/\kappa^2)^b\), which equals the upper bound, and the operator-norm error therefore has this value for every \(b\).

The proof joins two inequalities with `le_antisymm`: the upper bound is `norm_error_le`, and the lower one holds because the sup norm is at least the entry at `k`.

```lean
/-- If the eigenvalues of a Hermitian matrix have modulus between `1/κ` and `1`, with `κ ≥ 1`,
and one of them has modulus exactly `1/κ`, the operator-norm error equals
`κ (1 - 1/κ²)^b`. -/
theorem norm_error_sharp (hH : H.IsHermitian) {κ : ℝ} (hκ : 1 ≤ κ)
    (hspec : ∀ i, 1 / κ ≤ |hH.eigenvalues i| ∧ |hH.eigenvalues i| ≤ 1)
    {k : n} (hk : |hH.eigenvalues k| = 1 / κ) (b : ℕ) :
    ‖invPoly H b - H⁻¹‖ = κ * (1 - 1 / κ ^ 2) ^ b := by
  have hκ0 : 0 < κ := by linarith
  have h0 : ∀ i, hH.eigenvalues i ≠ 0 := fun i =>
    abs_pos.mp (lt_of_lt_of_le (by positivity) (hspec i).1)
  refine le_antisymm (norm_error_le hH hκ hspec b) ?_
  -- the eigenvalue closest to zero already produces this error
  have h1 := norm_le_pi_norm
    (fun i => ((invPoly (hH.eigenvalues i) b - (hH.eigenvalues i)⁻¹ : ℝ) : ℂ)) k
  rw [← norm_error_eq hH h0 b, Complex.norm_real, Real.norm_eq_abs,
    abs_invPoly_sub_inv (h0 k), ← sq_abs (hH.eigenvalues k), hk, _root_.one_div_pow,
    one_div κ, inv_inv] at h1
  exact (mul_le_mul_of_nonneg_left (pow_le_pow_left₀ (by
    have : 1 / κ ^ 2 ≤ 1 := by
      rw [div_le_iff₀ (by positivity)]
      nlinarith
    linarith) (le_abs_self _) b) hκ0.le).trans h1

end MatrixInversionPolynomial
```

For \(\kappa=2\) and \(\varepsilon=0.1\), the condition \(b\ge4\log20\approx11.98\) asks for 12 terms. With an eigenvalue at the edge the error is then \(2\,(3/4)^{12}\approx0.063\). Eleven terms would also do, with error about \(0.084\), while ten would not, with about \(0.113\).

Without an eigenvalue at the edge, the formula remains an upper bound but need not be attained. The matrix \(H=1\) with \(\kappa=2\) has zero error from \(b=1\) on.

```lean
#print axioms MatrixInversionPolynomial.invPoly_neg
#print axioms MatrixInversionPolynomial.invPoly_approximates_inverse
#print axioms MatrixInversionPolynomial.norm_error_sharp
```

```
'MatrixInversionPolynomial.invPoly_neg' depends on axioms: [propext, Classical.choice, Quot.sound]
'MatrixInversionPolynomial.invPoly_approximates_inverse' depends on axioms: [propext, Classical.choice, Quot.sound]
'MatrixInversionPolynomial.norm_error_sharp' depends on axioms: [propext, Classical.choice, Quot.sound]
```
